# Solutions of the Dirac level condition for vector and scalar Coulomb coupling

## Potentials, units and the level condition

A Dirac particle of unit mass moves in a vector potential −v/r and a scalar potential −s/r, with ħ = c = 1. Positive v and s mean attraction. The vector potential shifts the energy, while the scalar potential shifts the mass. The energy e is in units of the rest energy, the nonzero integer k is the angular quantum number, and m = 0, 1, 2, … is the radial one. The upper and lower radial components G and F, each including a factor r, obey

G′ = −(k/r) G + (1 + e + (v − s)/r) F

F′ = (k/r) F + (1 − e − (v + s)/r) G.

In this convention k = −1 is the s₁/₂ channel. With

x = m + √(k² − v² + s²),

the level condition is

|e| < 1 and v e + s = x √(1 − e²).

It stands for the quantisation of bound states, but for m = 0 it admits too much: a solution with k (v + s e) > 0 does not belong to a bound state of that k with the regular behaviour r^x at the origin. For instance, with s = 0 and v > 0 there is no such m = 0 state for positive k. Here the level condition is a definition, and its only proved link to the radial equations is an explicit solution for m = 0.

For s = 0 and v = Zα, with Z the nuclear charge and α the fine-structure constant, its solutions are the Sommerfeld energies, which can serve as reference values for four-component calculations on one electron and a point nucleus.

## Squaring without spurious roots

Let x > 0. If the level condition holds, its right-hand side is positive, so v e + s > 0. Squaring gives

(v e + s)² = x² (1 − e²),

(x² + v²) e² + 2 v s e + s² − x² = 0.

Conversely, let the quadratic and v e + s > 0 hold. Then x² (1 − e²) = (v e + s)² > 0, so |e| < 1. The numbers v e + s and x √(1 − e²) are both nonnegative and have equal squares, so they are equal.

Multiplying the quadratic by x² + v² and completing the square gives

((x² + v²) e + v s)² = x² (x² + v² − s²),

e = (−v s ± x √(x² + v² − s²)) / (x² + v²).

Suppose k² − v² + s² > 0. Since m ≥ 0, x² ≥ k² − v² + s², so x² + v² − s² ≥ k² ≥ 0 and both roots are real. The level condition keeps those with v e + s > 0.

## Pure scalar and pure vector coupling

For v = 0, s > 0 and k ≠ 0, the sign condition reads s > 0 and removes nothing. The quadratic becomes x² e² = x² − s², and x² ≥ k² + s² > s², so there are exactly two distinct solutions:

e = ±√(1 − s²/x²).

The hypothesis s > 0 matters. Take s = −1, k = 1, m = 0. Then x = √2 and the formula gives ±1/√2, but the level condition would equate −1 with +1.

For s = 0 and 0 < v < |k|, the sign condition forces e > 0. From (x² + v²) e² = x² one value remains:

e = 1/√(1 + v²/x²).

## An explicit spinor for m = 0

Put g = √(k² − v² + s²), l = √(1 − e²) and P(r) = r^g exp(−l r), so that P′ = (g/r − l) P. Insert G = (1 + e) P and F = −l P. The terms without 1/r agree because l² = 1 − e². The 1/r terms require

(1 + e)(g + k) = −(v − s) l

l (g − k) = (v + s)(1 + e).

With g l = v e + s, the second is equivalent to k l = −(v + s e). The first, multiplied by l, then follows:

(1 + e)(v e + s − v − s e) = −(v − s)(1 − e²).

The level condition also gives

k² l² = (v e + s)² + (v² − s²)(1 − e²) = (v + s e)²,

so k l = ±(v + s e). The assumption k (v + s e) ≤ 0 selects the minus sign.

Since ∫(G² + F²) dr = 2(1 + e) Γ(2g + 1)/(2l)^(2g+1), dividing by the square root of this number normalises the spinor. The upper and lower components then carry weights (1 + e)/2 and (1 − e)/2.

For v = 0 and s > 0 the assumption reads k e ≤ 0. It picks e = −k/√(k² + s²) from the two scalar solutions; for the other, this spinor fails.

## How the Lean statements read

`apparentNumber` is x, `LevelCondition` is the level condition, and `SolvesRadialDirac` asks for both derivatives at every r > 0. The types `m : ℕ` and `k : ℤ` carry the quantum numbers; `k ≠ 0` is a hypothesis only where it is needed.

- `levelCondition_iff` is the equivalence for any x > 0.
- `mixed_levels` lists all solutions when k² − v² + s² > 0.
- `scalar_levels` gives the two scalar values and, through `0 < √(1 - s ^ 2 / x ^ 2)`, their distinctness.
- `vector_levels` is the Sommerfeld case.
- `nodeless_solution` states that the unnormalised spinor solves the radial equations.

The theorems do not derive the level condition from the radial equations, and they do not treat boundary conditions, self-adjointness or completeness of the spectrum.

```lean
import Mathlib

noncomputable section

namespace DiracCoulombMixed

/-- The number `x = m + √(k² - v² + s²)` for radial quantum number `m`, angular quantum number `k`,
vector coupling `v` and scalar coupling `s`; its domain is `k² - v² + s² ≥ 0`. -/
def apparentNumber (m : ℕ) (k : ℤ) (v s : ℝ) : ℝ := m + √((k : ℝ) ^ 2 - v ^ 2 + s ^ 2)

/-- The level condition `v e + s = x √(1 - e²)` for an energy `e`, in units of the rest energy,
inside the gap `|e| < 1`. -/
def LevelCondition (x v s e : ℝ) : Prop := |e| < 1 ∧ v * e + s = x * √(1 - e ^ 2)

/-- The coupled radial Dirac equations on `r > 0` for unit mass, vector potential `-v/r` and
scalar potential `-s/r`, with upper component `G` and lower component `F`. -/
def SolvesRadialDirac (k : ℤ) (v s e : ℝ) (G F : ℝ → ℝ) : Prop :=
  ∀ r : ℝ, 0 < r →
    HasDerivAt G (-(k / r) * G r + (1 + e + (v - s) / r) * F r) r ∧
    HasDerivAt F (k / r * F r + (1 - e - (v + s) / r) * G r) r

/-- The radial profile `r^g exp(-l r)`, for `r > 0`. -/
def profile (g l r : ℝ) : ℝ := r ^ g * Real.exp (-(l * r))

/-- For real positive `√(k² - v² + s²)`, the number `x` is positive and `x²` is at least
`k² - v² + s²`. -/
theorem apparentNumber_bounds (m : ℕ) (k : ℤ) (v s : ℝ)
    (h : 0 < (k : ℝ) ^ 2 - v ^ 2 + s ^ 2) :
    0 < apparentNumber m k v s ∧
      (k : ℝ) ^ 2 - v ^ 2 + s ^ 2 ≤ apparentNumber m k v s ^ 2 := by
  have h1 := Real.sq_sqrt h.le
  have h2 := Real.sqrt_pos.2 h
  have hm : (0 : ℝ) ≤ m := Nat.cast_nonneg m
  unfold apparentNumber
  exact ⟨by linarith, by nlinarith [mul_nonneg hm h2.le, sq_nonneg (m : ℝ)]⟩

/-- For `x > 0`, the level condition is equivalent to the quadratic equation for the energy together
with `v e + s > 0`. -/
theorem levelCondition_iff {x v s e : ℝ} (hx : 0 < x) :
    LevelCondition x v s e ↔
      0 < v * e + s ∧ (x ^ 2 + v ^ 2) * e ^ 2 + 2 * v * s * e + s ^ 2 - x ^ 2 = 0 := by
  constructor
  · rintro ⟨he, h⟩
    have h1 : 0 < 1 - e ^ 2 := by
      have := (sq_lt_one_iff_abs_lt_one e).2 he
      linarith
    have h3 : (v * e + s) ^ 2 = x ^ 2 * (1 - e ^ 2) := by
      rw [h, mul_pow, Real.sq_sqrt h1.le]
    refine ⟨?_, by linear_combination h3⟩
    rw [h]
    exact mul_pos hx (Real.sqrt_pos.2 h1)
  · rintro ⟨hp, hq⟩
    have h3 : (v * e + s) ^ 2 = x ^ 2 * (1 - e ^ 2) := by linear_combination hq
    -- the strict sign keeps the energy inside the gap
    have h1 : 0 < 1 - e ^ 2 := by
      have h4 : 0 < x ^ 2 * (1 - e ^ 2) := by
        rw [← h3]
        exact pow_pos hp 2
      exact (mul_pos_iff_of_pos_left (pow_pos hx 2)).1 h4
    refine ⟨(sq_lt_one_iff_abs_lt_one e).1 (by linarith), ?_⟩
    have h4 : (v * e + s) ^ 2 = (x * √(1 - e ^ 2)) ^ 2 := by
      rw [mul_pow, Real.sq_sqrt h1.le, h3]
    exact (sq_eq_sq₀ hp.le (mul_nonneg hx.le (Real.sqrt_nonneg _))).1 h4

/-- For `x > 0` and `x² + v² - s² ≥ 0`, the roots of the quadratic equation for the energy in closed
form. -/
theorem quadratic_roots {x v s e : ℝ} (hx : 0 < x) (hD : 0 ≤ x ^ 2 + v ^ 2 - s ^ 2) :
    (x ^ 2 + v ^ 2) * e ^ 2 + 2 * v * s * e + s ^ 2 - x ^ 2 = 0 ↔
      e = (-(v * s) + x * √(x ^ 2 + v ^ 2 - s ^ 2)) / (x ^ 2 + v ^ 2) ∨
      e = (-(v * s) - x * √(x ^ 2 + v ^ 2 - s ^ 2)) / (x ^ 2 + v ^ 2) := by
  have hA : x ^ 2 + v ^ 2 ≠ 0 := by positivity
  have hd := Real.sq_sqrt hD
  generalize √(x ^ 2 + v ^ 2 - s ^ 2) = d at hd ⊢
  rw [eq_div_iff hA, eq_div_iff hA]
  constructor
  · intro hq
    have hf : (e * (x ^ 2 + v ^ 2) + v * s - x * d) *
        (e * (x ^ 2 + v ^ 2) + v * s + x * d) = 0 := by
      linear_combination (x ^ 2 + v ^ 2) * hq - x ^ 2 * hd
    rcases mul_eq_zero.1 hf with h | h
    · left; linear_combination h
    · right; linear_combination h
  · rintro (h | h) <;> apply mul_left_cancel₀ hA
    · linear_combination (e * (x ^ 2 + v ^ 2) + v * s + x * d) * h + x ^ 2 * hd
    · linear_combination (e * (x ^ 2 + v ^ 2) + v * s - x * d) * h + x ^ 2 * hd

/-- For mixed coupling with `k² - v² + s² > 0`, the solutions of the level condition are exactly
those of the two closed-form energies that satisfy `v e + s > 0`. -/
theorem mixed_levels (m : ℕ) (k : ℤ) (v s e : ℝ) (h : 0 < (k : ℝ) ^ 2 - v ^ 2 + s ^ 2) :
    let x := apparentNumber m k v s
    LevelCondition x v s e ↔ 0 < v * e + s ∧
      (e = (-(v * s) + x * √(x ^ 2 + v ^ 2 - s ^ 2)) / (x ^ 2 + v ^ 2) ∨
       e = (-(v * s) - x * √(x ^ 2 + v ^ 2 - s ^ 2)) / (x ^ 2 + v ^ 2)) := by
  intro x
  obtain ⟨hx, hb⟩ := apparentNumber_bounds m k v s h
  have hD : 0 ≤ x ^ 2 + v ^ 2 - s ^ 2 := by linarith [sq_nonneg (k : ℝ)]
  rw [levelCondition_iff hx, quadratic_roots hx hD]

/-- For `k ≠ 0` and a purely scalar Coulomb potential of any strength `s > 0`, the level condition
has exactly the two solutions `e = ±√(1 - s²/x²)`, and they are nonzero. -/
theorem scalar_levels (m : ℕ) (k : ℤ) (s : ℝ) (hk : k ≠ 0) (hs : 0 < s) :
    let x := apparentNumber m k 0 s
    0 < √(1 - s ^ 2 / x ^ 2) ∧ ∀ e : ℝ, LevelCondition x 0 s e ↔
      e = √(1 - s ^ 2 / x ^ 2) ∨ e = -√(1 - s ^ 2 / x ^ 2) := by
  intro x
  have hk0 : (k : ℝ) ≠ 0 := Int.cast_ne_zero.2 hk
  have hk2 : 0 < (k : ℝ) ^ 2 := by positivity
  obtain ⟨hx, hb⟩ := apparentNumber_bounds m k 0 s (by linarith [pow_pos hs 2])
  change 0 < x at hx
  change _ ≤ x ^ 2 at hb
  -- `x` exceeds the coupling strength, so the root is real and nonzero
  have hlt : 0 < 1 - s ^ 2 / x ^ 2 := by
    rw [sub_pos, div_lt_one (pow_pos hx 2)]
    linarith
  have hxs : x ^ 2 * (s ^ 2 / x ^ 2) = s ^ 2 := mul_div_cancel₀ _ (pow_pos hx 2).ne'
  refine ⟨Real.sqrt_pos.2 hlt, fun e => ?_⟩
  rw [levelCondition_iff hx, ← sq_eq_sq_iff_eq_or_eq_neg, Real.sq_sqrt hlt.le]
  constructor
  · rintro ⟨_, h⟩
    apply mul_left_cancel₀ (pow_pos hx 2).ne'
    linear_combination h + hxs
  · intro h
    exact ⟨by linarith, by linear_combination x ^ 2 * h - hxs⟩

/-- Sommerfeld formula: for a purely vector Coulomb potential with `0 < v < |k|`, the level
condition has the single solution `e = 1/√(1 + v²/x²)`. -/
theorem vector_levels (m : ℕ) (k : ℤ) (v e : ℝ) (hv : 0 < v) (hvk : v ^ 2 < (k : ℝ) ^ 2) :
    let x := apparentNumber m k v 0
    LevelCondition x v 0 e ↔ e = 1 / √(1 + v ^ 2 / x ^ 2) := by
  intro x
  have hx : 0 < x := (apparentNumber_bounds m k v 0 (by linarith)).1
  have hq0 : 0 < 1 / √(1 + v ^ 2 / x ^ 2) := by positivity
  have hq : (1 / √(1 + v ^ 2 / x ^ 2)) ^ 2 * (x ^ 2 + v ^ 2) = x ^ 2 := by
    rw [div_pow, Real.sq_sqrt (by positivity)]
    field_simp
  generalize 1 / √(1 + v ^ 2 / x ^ 2) = q at hq0 hq ⊢
  have hA : x ^ 2 + v ^ 2 ≠ 0 := by positivity
  rw [levelCondition_iff hx]
  constructor
  · rintro ⟨hp, h⟩
    have he : 0 < e := (mul_pos_iff_of_pos_left hv).1 (by linarith)
    exact (sq_eq_sq₀ he.le hq0.le).1 (mul_right_cancel₀ hA (by linear_combination h - hq))
  · intro h
    rw [h]
    exact ⟨by linarith [mul_pos hv hq0], by linear_combination hq⟩

/-- The logarithmic derivative of the profile `r^g exp(-l r)` is `g/r - l`. -/
theorem hasDerivAt_profile (g l : ℝ) {r : ℝ} (hr : 0 < r) :
    HasDerivAt (profile g l) ((g / r - l) * profile g l r) r := by
  have h1 : HasDerivAt (fun t : ℝ => t ^ g) (g * r ^ (g - 1)) r :=
    Real.hasDerivAt_rpow_const (Or.inl hr.ne')
  have h0 : HasDerivAt (fun t : ℝ => -(l * t)) (-l) r :=
    (((hasDerivAt_id' r).const_mul l).fun_neg).congr_deriv (by ring)
  refine (h1.fun_mul h0.exp).congr_deriv ?_
  rw [Real.rpow_sub_one hr.ne']
  unfold profile
  ring

/-- For `m = 0` and `k² - v² + s² ≥ 0`, an energy that meets the level condition and `k (v + s e) ≤
0` has an explicit solution of the radial Dirac equations, with both components proportional to one
profile. -/
theorem nodeless_solution (k : ℤ) (v s e : ℝ) (h : 0 ≤ (k : ℝ) ^ 2 - v ^ 2 + s ^ 2)
    (hL : LevelCondition (apparentNumber 0 k v s) v s e) (hsign : k * (v + s * e) ≤ 0) :
    SolvesRadialDirac k v s e
      (fun r => (1 + e) * profile (apparentNumber 0 k v s) (√(1 - e ^ 2)) r)
      (fun r => -√(1 - e ^ 2) * profile (apparentNumber 0 k v s) (√(1 - e ^ 2)) r) := by
  have hg : apparentNumber 0 k v s ^ 2 = (k : ℝ) ^ 2 - v ^ 2 + s ^ 2 := by
    unfold apparentNumber
    rw [Nat.cast_zero, zero_add, Real.sq_sqrt h]
  obtain ⟨he, hc⟩ := hL
  have h1 : 0 < 1 - e ^ 2 := by
    have := (sq_lt_one_iff_abs_lt_one e).2 he
    linarith
  have hl := Real.sq_sqrt h1.le
  have hl0 := Real.sqrt_pos.2 h1
  generalize apparentNumber 0 k v s = g at hg hc ⊢
  generalize √(1 - e ^ 2) = l at hl hl0 hc ⊢
  -- the level condition fixes `k l` up to sign, and the sign hypothesis selects the branch
  have hkl : k * l = -(v + s * e) := by
    have hf : (k * l - (v + s * e)) * (k * l + (v + s * e)) = 0 := by
      linear_combination (-l ^ 2) * hg - (v * e + s + g * l) * hc + (v ^ 2 - s ^ 2) * hl
    rcases mul_eq_zero.1 hf with h2 | h2
    · have h3 : (k : ℝ) ^ 2 * l = k * (v + s * e) := by linear_combination (k : ℝ) * h2
      have h4 : (k : ℝ) ^ 2 ≤ 0 := by
        by_contra hn
        have := mul_pos (not_le.1 hn) hl0
        linarith
      have h5 : (k : ℝ) = 0 := by nlinarith
      linear_combination 2 * l * h5 - h2
    · linear_combination h2
  -- matching the coefficients of `1/r`
  have eA : (1 + e) * (g + k) = -(v - s) * l := by
    apply mul_right_cancel₀ hl0.ne'
    linear_combination (-(1 + e)) * hc + (1 + e) * hkl + (v - s) * hl
  have eB : l * (g - k) = (v + s) * (1 + e) := by linear_combination -hc - hkl
  intro r hr
  have hp := hasDerivAt_profile g l hr
  constructor
  · refine (hp.const_mul (1 + e)).congr_deriv ?_
    beta_reduce
    linear_combination (profile g l r / r) * eA
  · refine (hp.const_mul (-l)).congr_deriv ?_
    beta_reduce
    linear_combination (-(profile g l r / r)) * eB + profile g l r * hl

end DiracCoulombMixed
```

```lean
#print axioms DiracCoulombMixed.mixed_levels
#print axioms DiracCoulombMixed.scalar_levels
#print axioms DiracCoulombMixed.vector_levels
#print axioms DiracCoulombMixed.nodeless_solution
```

```
'DiracCoulombMixed.mixed_levels' depends on axioms: [propext, Classical.choice, Quot.sound]
'DiracCoulombMixed.scalar_levels' depends on axioms: [propext, Classical.choice, Quot.sound]
'DiracCoulombMixed.vector_levels' depends on axioms: [propext, Classical.choice, Quot.sound]
'DiracCoulombMixed.nodeless_solution' depends on axioms: [propext, Classical.choice, Quot.sound]
```

## How the proof follows the algebra

`apparentNumber_bounds` supplies x > 0 and the lower bound on x². In `levelCondition_iff`, `linear_combination` passes between the squared condition and the quadratic, and `sq_eq_sq₀` removes the squares once both sides are known to be nonnegative.

`quadratic_roots` writes the completed square as a product of two factors and splits on which one vanishes. `mixed_levels` chains these results. `scalar_levels` uses the bound to show 1 − s²/x² > 0, then turns equality of squares into the two signs. `vector_levels` first proves e > 0, so only one sign survives.

`hasDerivAt_profile` is the formula for P′. In `nodeless_solution`, `hkl` is the relation k l = −(v + s e). Its proof factors k² l² − (v + s e)²; on the unwanted branch the sign hypothesis forces k = 0, where the relation still holds. The facts `eA` and `eB` are the two 1/r conditions, and the last lines insert them into the differential equations.
